# For $C, D > 0$, the Hartree-Fock-dispersion damped energy $-C\,F(R)/R^6$ has its unique minimum at $R = 2D/(1+\sqrt{13})$

## A dispersion force that changes sign

Suppose that the dispersion energy between two atoms is damped at short range by the Hartree-Fock-dispersion factor defined below, and that the force derived from it is still taken to be attractive at every distance. Close in, that force then gets the wrong sign. The damped energy stays negative, but below a certain separation it rises as the atoms approach, so this part of the interaction pushes them apart.

The undamped energy at separation $R$ is $-C/R^6$, with a coefficient $C>0$ that measures the strength of the correlated dipole fluctuations. It diverges as $R\to 0$, where the charge clouds overlap and the multipole expansion behind it fails. The Hartree-Fock-dispersion form corrects this with an empirical factor

$$F(R)=\begin{cases}e^{-(D/R-1)^2}, & 0<R<D,\\ 1, & R\ge D.\end{cases}$$

The length $D>0$ marks the distance below which overlap is taken to matter. In the literature $D$ is often a pure number, with distances measured in units of the equilibrium separation; here it is a length.

For a pair potential with this one-parameter damping and a single $R^{-6}$ dispersion term, the result locates the sign change of the dispersion force exactly. With $R^{-8}$ and $R^{-10}$ terms added, the minimum of the dispersion energy is confined to an interval.

## One minimum for each inverse power

For an integer $n\ge 1$, write

$$E_n(R)=-\frac{C\,F(R)}{R^n},\qquad R_n=\frac{2D}{1+\sqrt{1+2n}}.$$

In Lean these are `dispersion n C D R` and `wellRadius n D`, and $F(R)$ is `damping D R`. The coefficient is positive and the minus sign is written out. All quantities are real numbers in any consistent units, and the theorems compare energies at $R>0$ only.

The theorem `dispersion_unique_min` says that if $C,D>0$, $n\neq 0$, $R>0$ and $R\ne R_n$, then $E_n(R_n)<E_n(R)$. Since $R_n$ is itself positive, it is the unique global minimiser. The case $n=6$ is `dispersion_six_unique_min`, with $R_6\approx 0.434\,D$. The condition $n\neq0$ excludes a constant energy beyond $D$.

The name `wellRadius` refers to the well of the dispersion term alone. To reach the equilibrium distance of a real pair of atoms, one has to add the short-range repulsion, which does not enter here.

## Comparing two separations without a derivative

For $0<R\le D$ put $x=D/R$. Then

$$E_n(R)=-\frac{C}{D^n}\,g(x),\qquad g(x)=x^n e^{-(x-1)^2}.$$

This includes $R=D$, where both branches of $F$ equal 1. Setting the derivative of $\ln g$ to zero gives $n/x=2(x-1)$, or $2x(x-1)=n$, whose positive root is

$$x_n=\frac{1+\sqrt{1+2n}}{2}=\frac{D}{R_n}.$$

A comparison of two points shows that this is the global maximum of $g$ on $x>0$. Take $y,z>0$ with $y\ne z$. The inequality $t\le e^{t-1}$ at $t=y/z$ gives $(y/z)^n\le e^{n(y-z)/z}$, hence

$$\frac{g(y)}{g(z)}\le \exp\!\left[\frac{n(y-z)}{z}-(y-1)^2+(z-1)^2\right].$$

Since $(z-1)^2-(y-1)^2=-2(z-1)(y-z)-(y-z)^2$, the exponent equals

$$\frac{(y-z)\,[\,n-2z(z-1)\,]}{z}-(y-z)^2 .$$

It is negative whenever $(y-z)[n-2z(z-1)]\le 0$, and then $g(y)<g(z)$. The sign of the bracket follows from

$$2z(z-1)-n=(z-x_n)\left(2z-1+\sqrt{1+2n}\right),$$

where the second factor is positive for $z>0$ and $n\ge1$.

- **Below $R_n$.** Let $0<a<b\le R_n$. Put $y=D/a$ and $z=D/b$, so that $y>z\ge x_n$. The bracket is at most zero, so $g(y)<g(z)$ and $E_n(a)>E_n(b)$.
- **From $R_n$ to $D$.** Let $R_n\le a<b\le D$. Put $y=D/b$ and $z=D/a$, so that $y<z\le x_n$. The bracket is at least zero, so $g(y)<g(z)$ and $E_n(a)<E_n(b)$.
- **Beyond $D$.** Here $E_n=-C/R^n$, which increases strictly for $n\ge1$.

The last two ranges share the point $D$, so $E_n$ increases strictly on all of $[R_n,\infty)$. Together with the decrease below $R_n$, this gives the unique minimum.

The same argument handles a damping exponent $-\beta(D/R-1)^2$ with $\beta>0$. The bracket becomes $n-2\beta z(z-1)$, and the minimum moves to $2D/(1+\sqrt{1+2n/\beta})$. This variant is an extension of the derivation, not one of the theorems below.

## Three terms under a common damping factor

The usual dispersion series also has $R^{-8}$ and $R^{-10}$ terms from higher multipoles. With positive coefficients $C_6,C_8,C_{10}$ and the same $F$, their sum is `totalDispersion`. Because $R_n$ decreases with $n$, we have $R_{10}\le R_8\le R_6\le D$.

Below $R_{10}$ all three terms decrease with $R$, so the sum is higher there than at $R_{10}$. Above $R_6$ all three increase, so the sum is higher there than at $R_6$. On $[R_{10},R_6]$ the sum is continuous and attains a minimum, which is therefore global. The theorem `totalDispersion_min` states that a global minimiser exists and that every one lies in this interval, roughly from $0.358\,D$ to $0.434\,D$. It leaves open whether there is only one.

## The definitions and theorems in Lean

```lean
import Mathlib

open Real Set

namespace HartreeFockDispersion

noncomputable section

/-- The Hartree-Fock-dispersion damping factor with range parameter `D`,
at separations `R > 0`. -/
def damping (D R : ℝ) : ℝ := if R < D then exp (-(D / R - 1) ^ 2) else 1

/-- The damped dispersion energy `-C F(R) / R ^ n`, at separations `R > 0`. -/
def dispersion (n : ℕ) (C D R : ℝ) : ℝ := -(C * damping D R / R ^ n)

/-- The separation `2 D / (1 + √(1 + 2 n))` belonging to the inverse power `n`. -/
def wellRadius (n : ℕ) (D : ℝ) : ℝ := 2 * D / (1 + √(1 + 2 * (n : ℝ)))

/-- The dispersion energy with `C6`, `C8` and `C10` terms and a common damping factor,
at separations `R > 0`. -/
def totalDispersion (C6 C8 C10 D R : ℝ) : ℝ :=
  dispersion 6 C6 D R + dispersion 8 C8 D R + dispersion 10 C10 D R

/-- For `D > 0` and `0 < R ≤ D`, the damped energy is a function of the reduced
inverse distance `D / R` times the energy scale `C / D ^ n`. -/
theorem dispersion_eq {n : ℕ} {C D R : ℝ} (hD : 0 < D) (hR : 0 < R) (h : R ≤ D) :
    dispersion n C D R = -(C / D ^ n * ((D / R) ^ n * exp (-(D / R - 1) ^ 2))) := by
  have hF : damping D R = exp (-(D / R - 1) ^ 2) := by
    rcases h.lt_or_eq with h | h
    · simp only [damping, if_pos h]
    · -- the two branches agree at `R = D`
      rw [h, damping, if_neg (lt_irrefl D), div_self hD.ne']
      simp
  rw [dispersion, hF]
  generalize exp (-(D / R - 1) ^ 2) = E
  have hD' := hD.ne'
  have hR' := hR.ne'
  rw [div_pow]
  field_simp

/-- Comparison of the reduced profile `x ^ n exp (-(x - 1) ^ 2)` at two distinct positive
points: it is smaller at `y` than at `z` if `n (y - z) ≤ 2 z (z - 1) (y - z)`. -/
theorem reduced_lt {n : ℕ} {y z : ℝ} (hy : 0 < y) (hz : 0 < z) (hne : y ≠ z)
    (h : (n : ℝ) * (y - z) ≤ 2 * z * (z - 1) * (y - z)) :
    y ^ n * exp (-(y - 1) ^ 2) < z ^ n * exp (-(z - 1) ^ 2) := by
  -- the tangent inequality for the exponential bounds the ratio of the powers
  have h1 : y / z ≤ exp (y / z - 1) := by
    have := Real.add_one_le_exp (y / z - 1)
    linarith
  have h2 : (y / z) ^ n ≤ exp (n * (y / z - 1)) := by
    rw [Real.exp_nat_mul]
    exact pow_le_pow_left₀ (div_pos hy hz).le h1 n
  have h3 : (n : ℝ) * (y / z - 1) ≤ 2 * (z - 1) * (y - z) := by
    have e : (n : ℝ) * (y / z - 1) = n * (y - z) / z := by
      have hz' := hz.ne'
      field_simp
    rw [e, div_le_iff₀ hz]
    linarith
  -- what remains of the exponent is the square of `y - z`
  have h4 : 0 < (y - z) ^ 2 := by
    have := sub_ne_zero.2 hne
    positivity
  calc y ^ n * exp (-(y - 1) ^ 2)
      = z ^ n * ((y / z) ^ n * exp (-(y - 1) ^ 2)) := by
        rw [← mul_assoc, ← mul_pow, mul_div_cancel₀ y hz.ne']
    _ ≤ z ^ n * (exp (n * (y / z - 1)) * exp (-(y - 1) ^ 2)) := by gcongr
    _ = z ^ n * exp (n * (y / z - 1) + -(y - 1) ^ 2) := by rw [Real.exp_add]
    _ < z ^ n * exp (-(z - 1) ^ 2) := by
        apply mul_lt_mul_of_pos_left _ (pow_pos hz n)
        apply Real.exp_lt_exp.2
        nlinarith

/-- For `D > 0` the separation `wellRadius n D` is positive and at most `D`. -/
theorem wellRadius_bounds (n : ℕ) {D : ℝ} (hD : 0 < D) :
    0 < wellRadius n D ∧ wellRadius n D ≤ D := by
  have hn : (0 : ℝ) ≤ n := Nat.cast_nonneg n
  have hs : 1 ≤ √(1 + 2 * (n : ℝ)) := (Real.le_sqrt' one_pos).2 (by linarith)
  unfold wellRadius
  refine ⟨by positivity, ?_⟩
  rw [div_le_iff₀ (by positivity)]
  nlinarith

/-- For `C, D > 0` the damped energy strictly decreases with separation up to
`wellRadius n D`. -/
theorem dispersion_strictAntiOn (n : ℕ) {C D : ℝ} (hC : 0 < C) (hD : 0 < D) :
    StrictAntiOn (dispersion n C D) (Ioc 0 (wellRadius n D)) := by
  intro a ha b hb hab
  have hwD := (wellRadius_bounds n hD).2
  rw [dispersion_eq hD hb.1 (hb.2.trans hwD), dispersion_eq hD ha.1 (ha.2.trans hwD)]
  have hsq : √(1 + 2 * (n : ℝ)) ^ 2 = 1 + 2 * n := Real.sq_sqrt (by positivity)
  have hs := Real.sqrt_nonneg (1 + 2 * (n : ℝ))
  have hz : (1 + √(1 + 2 * (n : ℝ))) / 2 ≤ D / b := by
    have h := hb.2
    rw [wellRadius, le_div_iff₀ (by positivity)] at h
    rw [le_div_iff₀ hb.1]
    linarith
  have hq : (n : ℝ) ≤ 2 * (D / b) * (D / b - 1) := by
    generalize D / b = z at hz ⊢
    nlinarith [mul_nonneg (sub_nonneg.2 hz)
      (by linarith : 0 ≤ 2 * z - 1 + √(1 + 2 * (n : ℝ)))]
  have hyz : D / b < D / a := div_lt_div_of_pos_left hD ha.1 hab
  have key := reduced_lt (n := n) (div_pos hD ha.1) (div_pos hD hb.1) hyz.ne'
    (mul_le_mul_of_nonneg_right hq (sub_nonneg.2 hyz.le))
  exact neg_lt_neg (mul_lt_mul_of_pos_left key (by positivity))

/-- For `C, D > 0` and `n ≠ 0` the damped energy strictly increases with separation from
`wellRadius n D` onwards. -/
theorem dispersion_strictMonoOn {n : ℕ} (hn : n ≠ 0) {C D : ℝ} (hC : 0 < C) (hD : 0 < D) :
    StrictMonoOn (dispersion n C D) (Ici (wellRadius n D)) := by
  obtain ⟨hw, hwD⟩ := wellRadius_bounds n hD
  -- the damped region
  have inner : ∀ a b, wellRadius n D ≤ a → a < b → b ≤ D →
      dispersion n C D a < dispersion n C D b := by
    intro a b ha hab hb
    have ha0 : 0 < a := hw.trans_le ha
    have hb0 : 0 < b := ha0.trans hab
    rw [dispersion_eq hD ha0 (hab.le.trans hb), dispersion_eq hD hb0 hb]
    have hsq : √(1 + 2 * (n : ℝ)) ^ 2 = 1 + 2 * n := Real.sq_sqrt (by positivity)
    have hs := Real.sqrt_nonneg (1 + 2 * (n : ℝ))
    have hz : D / a ≤ (1 + √(1 + 2 * (n : ℝ))) / 2 := by
      rw [wellRadius, div_le_iff₀ (by positivity)] at ha
      rw [div_le_iff₀ ha0]
      linarith
    have hz1 : 1 ≤ D / a := by
      rw [le_div_iff₀ ha0]
      linarith
    have hq : 2 * (D / a) * (D / a - 1) ≤ (n : ℝ) := by
      generalize D / a = z at hz hz1 ⊢
      nlinarith [mul_nonneg (sub_nonneg.2 hz)
        (by linarith : 0 ≤ 2 * z - 1 + √(1 + 2 * (n : ℝ)))]
    have hyz : D / b < D / a := div_lt_div_of_pos_left hD ha0 hab
    have key := reduced_lt (n := n) (div_pos hD hb0) (div_pos hD ha0) hyz.ne
      (mul_le_mul_of_nonpos_right hq (sub_nonpos.2 hyz.le))
    exact neg_lt_neg (mul_lt_mul_of_pos_left key (by positivity))
  -- the undamped tail
  have outer : ∀ a b, D ≤ a → a < b → dispersion n C D a < dispersion n C D b := by
    intro a b ha hab
    have ha0 : 0 < a := hD.trans_le ha
    simp only [dispersion, damping, if_neg (not_lt.2 ha),
      if_neg (not_lt.2 (ha.trans hab.le)), mul_one]
    exact neg_lt_neg (div_lt_div_of_pos_left hC (pow_pos ha0 n)
      (pow_lt_pow_left₀ hab ha0.le hn))
  intro a ha b _ hab
  rcases le_total b D with hb | hb
  · exact inner a b ha hab hb
  rcases le_or_gt D a with h | h
  · exact outer a b h hab
  rcases hb.eq_or_lt with e | hb
  · exact inner a b ha hab e.ge
  · exact (inner a D ha h le_rfl).trans (outer D b le_rfl hb)

/-- For `C, D > 0` and `n ≠ 0`, the damped energy `-C F(R) / R ^ n` on `R > 0` has its
unique global minimum at `R = 2 D / (1 + √(1 + 2 n))`. -/
theorem dispersion_unique_min {n : ℕ} (hn : n ≠ 0) {C D R : ℝ} (hC : 0 < C) (hD : 0 < D)
    (hR : 0 < R) (hne : R ≠ wellRadius n D) :
    dispersion n C D (wellRadius n D) < dispersion n C D R := by
  rcases lt_or_gt_of_ne hne with h | h
  · exact dispersion_strictAntiOn n hC hD ⟨hR, h.le⟩ ⟨(wellRadius_bounds n hD).1, le_rfl⟩ h
  · exact dispersion_strictMonoOn hn hC hD (mem_Ici.2 le_rfl) (mem_Ici.2 h.le) h

/-- For `C, D > 0`, the damped energy `-C F(R) / R ^ 6` on `R > 0` has its unique global
minimum at `R = 2 D / (1 + √13)`. -/
theorem dispersion_six_unique_min {C D R : ℝ} (hC : 0 < C) (hD : 0 < D)
    (hR : 0 < R) (hne : R ≠ 2 * D / (1 + √13)) :
    dispersion 6 C D (2 * D / (1 + √13)) < dispersion 6 C D R := by
  have h13 : 1 + 2 * ((6 : ℕ) : ℝ) = 13 := by norm_num
  have hw : wellRadius 6 D = 2 * D / (1 + √13) := by rw [wellRadius, h13]
  rw [← hw] at hne ⊢
  exact dispersion_unique_min (by norm_num) hC hD hR hne

/-- For `D > 0`, a higher inverse power has a `wellRadius` that is no larger. -/
theorem wellRadius_anti {m n : ℕ} (h : m ≤ n) {D : ℝ} (hD : 0 < D) :
    wellRadius n D ≤ wellRadius m D := by
  unfold wellRadius
  gcongr

/-- For positive `C6`, `C8`, `C10` and `D`, the total damped dispersion energy attains a
global minimum on `R > 0`, and every global minimiser lies between `wellRadius 10 D` and
`wellRadius 6 D`. -/
theorem totalDispersion_min {C6 C8 C10 D : ℝ} (h6 : 0 < C6) (h8 : 0 < C8) (h10 : 0 < C10)
    (hD : 0 < D) :
    (∃ R₀ ∈ Icc (wellRadius 10 D) (wellRadius 6 D), ∀ R, 0 < R →
      totalDispersion C6 C8 C10 D R₀ ≤ totalDispersion C6 C8 C10 D R) ∧
    ∀ R₁, 0 < R₁ → (∀ R, 0 < R →
      totalDispersion C6 C8 C10 D R₁ ≤ totalDispersion C6 C8 C10 D R) →
      R₁ ∈ Icc (wellRadius 10 D) (wellRadius 6 D) := by
  have w1 : wellRadius 10 D ≤ wellRadius 8 D := wellRadius_anti (by norm_num) hD
  have w2 : wellRadius 8 D ≤ wellRadius 6 D := wellRadius_anti (by norm_num) hD
  have p := (wellRadius_bounds 10 hD).1
  have q := (wellRadius_bounds 6 hD).2
  -- outside the interval all three terms change in the same direction
  have low : ∀ R, 0 < R → R < wellRadius 10 D →
      totalDispersion C6 C8 C10 D (wellRadius 10 D) < totalDispersion C6 C8 C10 D R := by
    intro R hR h
    have a := dispersion_strictAntiOn 6 h6 hD ⟨hR, by linarith⟩ ⟨p, w1.trans w2⟩ h
    have b := dispersion_strictAntiOn 8 h8 hD ⟨hR, by linarith⟩ ⟨p, w1⟩ h
    have c := dispersion_strictAntiOn 10 h10 hD ⟨hR, h.le⟩ ⟨p, le_rfl⟩ h
    unfold totalDispersion
    linarith
  have high : ∀ R, wellRadius 6 D < R →
      totalDispersion C6 C8 C10 D (wellRadius 6 D) < totalDispersion C6 C8 C10 D R := by
    intro R h
    have a := dispersion_strictMonoOn (n := 6) (by norm_num) h6 hD
      (mem_Ici.2 le_rfl) (mem_Ici.2 h.le) h
    have b := dispersion_strictMonoOn (n := 8) (by norm_num) h8 hD
      (mem_Ici.2 w2) (mem_Ici.2 (w2.trans h.le)) h
    have c := dispersion_strictMonoOn (n := 10) (by norm_num) h10 hD
      (mem_Ici.2 (w1.trans w2)) (mem_Ici.2 ((w1.trans w2).trans h.le)) h
    unfold totalDispersion
    linarith
  have cont : ∀ (n : ℕ) (C : ℝ),
      ContinuousOn (dispersion n C D) (Icc (wellRadius 10 D) (wellRadius 6 D)) := by
    intro n C
    have h : ContinuousOn (fun R : ℝ => D / R) (Icc (wellRadius 10 D) (wellRadius 6 D)) :=
      continuousOn_const.div continuousOn_id (fun R hR => (p.trans_le hR.1).ne')
    have h' : ContinuousOn
        (fun R : ℝ => -(C / D ^ n * ((D / R) ^ n * exp (-(D / R - 1) ^ 2))))
        (Icc (wellRadius 10 D) (wellRadius 6 D)) :=
      (continuousOn_const.mul ((h.pow n).mul
        ((h.sub continuousOn_const).pow 2).neg.rexp)).neg
    exact h'.congr (fun R hR => dispersion_eq hD (p.trans_le hR.1) (hR.2.trans q))
  constructor
  · -- a minimum on the compact interval is a global one
    have hc : ContinuousOn (totalDispersion C6 C8 C10 D)
        (Icc (wellRadius 10 D) (wellRadius 6 D)) :=
      ((cont 6 C6).add (cont 8 C8)).add (cont 10 C10)
    obtain ⟨R₀, hR₀, hmin⟩ := isCompact_Icc.exists_isMinOn
      (nonempty_Icc.2 (w1.trans w2)) hc
    have hm := isMinOn_iff.1 hmin
    refine ⟨R₀, hR₀, fun R hR => ?_⟩
    rcases lt_or_ge R (wellRadius 10 D) with h | h
    · exact (hm _ ⟨le_rfl, w1.trans w2⟩).trans (low R hR h).le
    rcases lt_or_ge (wellRadius 6 D) R with h' | h'
    · exact (hm _ ⟨w1.trans w2, le_rfl⟩).trans (high R h').le
    · exact hm R ⟨h, h'⟩
  · intro R₁ hR₁ hmin
    constructor
    · by_contra h
      exact absurd (hmin _ p) (not_le_of_gt (low R₁ hR₁ (not_le.1 h)))
    · by_contra h
      exact absurd (hmin _ (wellRadius_bounds 6 hD).1)
        (not_le_of_gt (high R₁ (not_le.1 h)))

end

end HartreeFockDispersion
```

```lean
#print axioms HartreeFockDispersion.dispersion_six_unique_min
#print axioms HartreeFockDispersion.totalDispersion_min
```

```
'HartreeFockDispersion.dispersion_six_unique_min' depends on axioms: [propext, Classical.choice, Quot.sound]
'HartreeFockDispersion.totalDispersion_min' depends on axioms: [propext, Classical.choice, Quot.sound]
```

## From the exponential inequality to the global minimum

`dispersion_eq` is the change of variable to $x=D/R$. It treats $R=D$ separately, because the definition of `damping` assigns that point to the undamped branch.

`reduced_lt` is the comparison $g(y)<g(z)$. Its hypothesis `h` is the sign condition, written as $n(y-z)\le 2z(z-1)(y-z)$. The steps `h1` and `h2` are the exponential inequality and its $n$th power, and `h3` divides the sign condition by $z$. The step `h4` records that $(y-z)^2>0$, which makes the final inequality strict. The `calc` block then assembles the exponent, and `nlinarith` compares it with $-(z-1)^2$.

`wellRadius_bounds` gives $0<R_n\le D$, so the minimum lies where the exponential formula holds. In `dispersion_strictAntiOn`, the interval `Ioc 0 (wellRadius n D)` is $(0,R_n]$. There `hz` translates $b\le R_n$ into $D/b\ge x_n$, and `hq` obtains the sign of the bracket by giving `nlinarith` the product of the two factors above.

`dispersion_strictMonoOn` works on `Ici (wellRadius n D)`, which is $[R_n,\infty)$. Its parts `inner` and `outer` are the ranges up to $D$ and beyond $D$. The closing case distinction goes through $D$ when $a$ and $b$ lie on opposite sides of it. `dispersion_unique_min` then uses one monotonicity theorem for $R<R_n$ and the other for $R>R_n$, and `dispersion_six_unique_min` evaluates $1+2\cdot 6=13$.

For the three-term energy, `wellRadius_anti` orders the radii. In `totalDispersion_min`, `low` and `high` add the three strict inequalities on either side of the interval, and `cont` supplies continuity through `dispersion_eq`. Compactness gives the minimiser. A global minimiser outside the interval would contradict `low` or `high`.
